# Pair sums of lag correlations in a finite reversible Markov chain are nonnegative, nonincreasing and convex

The error bar of a Markov chain Monte Carlo average depends on the summed time correlations of the observable, and a theorem about those sums must first settle how the lags are paired and which correlation is meant. The pairs here are the lags $2k$ and $2k+1$, counted from lag zero. The correlation is the uncentred, unnormalised one: no mean is subtracted, there is no division by the lag-zero value, and the weights $p$ need not sum to one. The usual stationary autocovariance is the special case in which $\sum_i p_i=1$ and the observable has its mean subtracted.

The states form a finite type `n`, and observables are real functions on it.

```lean
import Mathlib

open Matrix

namespace GeyerInitialSequence

noncomputable section

variable {n : Type*} [Fintype n]
```

Two observables $f$ and $g$ are paired by

$$\langle f,g\rangle_p=\sum_i p_i f_i g_i .$$

The weights of a chain are taken to be nonnegative, $p_i\ge0$, so the form is positive semidefinite. It need not be definite, since weights may vanish.

```lean
/-- The weighted inner product `⟨f, g⟩_p = ∑ i, p i * f i * g i` of two observables. -/
def wInner (p f g : n → ℝ) : ℝ := ∑ i, p i * f i * g i
```

The chain has transition probabilities $P_{ij}\ge 0$ from $i$ to $j$, with $\sum_j P_{ij}=1$. Detailed balance, $p_iP_{ij}=p_jP_{ji}$, says that the probability flow between any two states is the same in both directions. Metropolis acceptance rules are built to satisfy it. The structure collects these properties as hypotheses.

```lean
/-- A Markov chain on a finite state space with nonnegative weights `p` and row-stochastic
transition matrix `P`, in detailed balance with each other. -/
structure IsReversibleChain (p : n → ℝ) (P : Matrix n n ℝ) : Prop where
  weight_nonneg : ∀ i, 0 ≤ p i
  entry_nonneg : ∀ i j, 0 ≤ P i j
  row_sum : ∀ i, ∑ j, P i j = 1
  balance : ∀ i j, p i * P i j = p j * P j i
```

The vector $P^kf$ gives the expected value of $f$ after $k$ steps, as a function of the starting state. For normalised $p$, the correlation

$$c(k)=\langle f,P^kf\rangle_p$$

is therefore the stationary average of $f$ at one time multiplied by $f$ at $k$ steps later.

```lean
/-- The correlation `c(k) = ⟨f, P^k f⟩_p` of the observable `f` at lag `k`. -/
def lagCorr [DecidableEq n] (p : n → ℝ) (P : Matrix n n ℝ) (f : n → ℝ) (k : ℕ) : ℝ :=
  wInner p f (P ^ k *ᵥ f)
```

Adjacent lags are grouped as $G(k)=c(2k)+c(2k+1)$.

```lean
/-- The sum `G(k) = c(2k) + c(2k+1)` of two adjacent lag correlations. -/
def pairSum [DecidableEq n] (p : n → ℝ) (P : Matrix n n ℝ) (f : n → ℝ) (k : ℕ) : ℝ :=
  lagCorr p P f (2 * k) + lagCorr p P f (2 * k + 1)
```

## From detailed balance to a sum of squares

The form is bilinear, so for a real number $t$

$$\langle a+tb,\,c+td\rangle_p=\langle a,c\rangle_p+t\langle a,d\rangle_p+t\langle b,c\rangle_p+t^2\langle b,d\rangle_p .$$

```lean
lemma wInner_comb (p a b c d : n → ℝ) (t : ℝ) :
    wInner p (a + t • b) (c + t • d) =
      wInner p a c + t * wInner p a d + t * wInner p b c + t ^ 2 * wInner p b d := by
  simp only [wInner, Pi.add_apply, Pi.smul_apply, smul_eq_mul, Finset.mul_sum,
    ← Finset.sum_add_distrib]
  exact Finset.sum_congr rfl fun i _ => by ring
```

Detailed balance lets $P$ move from one side to the other:

$$\langle f,Pg\rangle_p=\sum_{i,j}p_iP_{ij}f_ig_j=\sum_{i,j}p_jP_{ji}f_ig_j=\langle Pf,g\rangle_p .$$

In Lean, `Finset.sum_comm` aligns the two double sums, and `linear_combination` applies the balance equation term by term.

```lean
/-- The transition matrix of a reversible chain is self-adjoint for the weighted inner
product. -/
theorem wInner_mulVec {p : n → ℝ} {P : Matrix n n ℝ} (h : IsReversibleChain p P)
    (f g : n → ℝ) : wInner p f (P *ᵥ g) = wInner p (P *ᵥ f) g := by
  simp only [wInner, Matrix.mulVec, dotProduct, Finset.mul_sum, Finset.sum_mul]
  rw [Finset.sum_comm]
  refine Finset.sum_congr rfl fun i _ => Finset.sum_congr rfl fun j _ => ?_
  linear_combination -(f j * g i) * h.balance i j
```

For a sign $s=\pm1$, expand the square weighted by the flow:

$$\sum_{i,j}p_iP_{ij}(g_i+sg_j)^2=\sum_{i,j}p_iP_{ij}g_i^2+s^2\sum_{i,j}p_iP_{ij}g_j^2+2s\sum_{i,j}p_iP_{ij}g_ig_j .$$

The first sum is $\langle g,g\rangle_p$ by the row sums (`h1`). The second has the same value by detailed balance (`h2`), and the third is $\langle g,Pg\rangle_p$ (`h3`). With $s^2=1$ the total is $2(\langle g,g\rangle_p+s\langle g,Pg\rangle_p)$.

```lean
/-- For a reversible chain and a sign `s = ±1`, the form `⟨g, g⟩_p + s ⟨g, P g⟩_p` is half a
sum of squares weighted by the probability flow `p i * P i j`. -/
theorem flow_identity {p : n → ℝ} {P : Matrix n n ℝ} (h : IsReversibleChain p P)
    {s : ℝ} (hs : s ^ 2 = 1) (g : n → ℝ) :
    2 * (wInner p g g + s * wInner p g (P *ᵥ g)) =
      ∑ i, ∑ j, p i * P i j * (g i + s * g j) ^ 2 := by
  -- the two diagonal terms use the row sums and detailed balance
  have h1 : ∑ i, ∑ j, p i * P i j * g i ^ 2 = wInner p g g := by
    unfold wInner
    refine Finset.sum_congr rfl fun i _ => ?_
    calc ∑ j, p i * P i j * g i ^ 2 = p i * g i ^ 2 * ∑ j, P i j := by
          rw [Finset.mul_sum]
          exact Finset.sum_congr rfl fun j _ => by ring
      _ = p i * g i * g i := by rw [h.row_sum i]; ring
  have h2 : ∑ i, ∑ j, p i * P i j * g j ^ 2 = wInner p g g := by
    rw [← h1, Finset.sum_comm]
    refine Finset.sum_congr rfl fun i _ => Finset.sum_congr rfl fun j _ => ?_
    linear_combination -(g i ^ 2) * h.balance i j
  have h3 : ∑ i, ∑ j, p i * P i j * (g i * g j) = wInner p g (P *ᵥ g) := by
    simp only [wInner, Matrix.mulVec, dotProduct, Finset.mul_sum]
    exact Finset.sum_congr rfl fun i _ => Finset.sum_congr rfl fun j _ => by ring
  have h4 : ∑ i, ∑ j, p i * P i j * (g i + s * g j) ^ 2 =
      ∑ i, ∑ j, p i * P i j * g i ^ 2 + s ^ 2 * ∑ i, ∑ j, p i * P i j * g j ^ 2
        + 2 * s * ∑ i, ∑ j, p i * P i j * (g i * g j) := by
    simp only [Finset.mul_sum, ← Finset.sum_add_distrib]
    exact Finset.sum_congr rfl fun i _ => Finset.sum_congr rfl fun j _ => by ring
  rw [h4, h1, h2, h3, hs]
  ring
```

## One inequality for all three properties

Moving $a$ factors of $P$ to the left, one at a time, gives

$$c(a+b)=\langle P^af,P^bf\rangle_p .$$

The proof is an induction on $a$, with $g$ left arbitrary so that the induction hypothesis can be used on $Pg$.

```lean
variable [DecidableEq n]

/-- For a reversible chain the correlation at lag `a + b` is the weighted inner product of the
observable propagated `a` steps with the observable propagated `b` steps. -/
theorem lagCorr_add {p : n → ℝ} {P : Matrix n n ℝ} (h : IsReversibleChain p P)
    (f : n → ℝ) (a b : ℕ) :
    lagCorr p P f (a + b) = wInner p (P ^ a *ᵥ f) (P ^ b *ᵥ f) := by
  have move : ∀ g : n → ℝ, wInner p f (P ^ a *ᵥ g) = wInner p (P ^ a *ᵥ f) g := by
    induction a with
    | zero => intro g; simp
    | succ a ih =>
      intro g
      have h1 : P ^ (a + 1) *ᵥ g = P ^ a *ᵥ (P *ᵥ g) := by
        rw [Matrix.mulVec_mulVec, ← pow_succ]
      have h2 : P ^ (a + 1) *ᵥ f = P *ᵥ (P ^ a *ᵥ f) := by
        rw [Matrix.mulVec_mulVec, ← pow_succ']
      rw [h1, h2, ih, wInner_mulVec h]
  rw [lagCorr, pow_add, ← Matrix.mulVec_mulVec, move]
```

Now take $g=P^kf+tP^{k+j}f$, where $j$ is a lag shift and no longer a state. Then

$$\langle g,g\rangle_p=c(2k)+2t\,c(2k+j)+t^2c(2k+2j),$$

$$\langle g,Pg\rangle_p=c(2k+1)+2t\,c(2k+j+1)+t^2c(2k+2j+1).$$

By the flow identity, the first plus $s$ times the second is nonnegative. In the proof, `pos` is the nonnegativity of the squares, and `e` turns each inner product into a correlation.

```lean
/-- A family of inequalities between the lag correlations of a reversible chain, with a sign
`s = ±1`, a real mixing coefficient `t` and a lag shift `j`. -/
theorem lagCorr_inequality {p : n → ℝ} {P : Matrix n n ℝ} (h : IsReversibleChain p P)
    (f : n → ℝ) {s : ℝ} (hs : s ^ 2 = 1) (t : ℝ) (j k : ℕ) :
    0 ≤ lagCorr p P f (2 * k) + 2 * t * lagCorr p P f (2 * k + j)
        + t ^ 2 * lagCorr p P f (2 * k + 2 * j)
      + s * (lagCorr p P f (2 * k + 1) + 2 * t * lagCorr p P f (2 * k + j + 1)
        + t ^ 2 * lagCorr p P f (2 * k + 2 * j + 1)) := by
  -- the trial observable is a mixture of two propagated copies of `f`
  have key := flow_identity h hs (P ^ k *ᵥ f + t • (P ^ (k + j) *ᵥ f))
  have pos : 0 ≤ ∑ x, ∑ y, p x * P x y * ((P ^ k *ᵥ f + t • (P ^ (k + j) *ᵥ f)) x
      + s * (P ^ k *ᵥ f + t • (P ^ (k + j) *ᵥ f)) y) ^ 2 :=
    Finset.sum_nonneg fun x _ => Finset.sum_nonneg fun y _ =>
      mul_nonneg (mul_nonneg (h.weight_nonneg x) (h.entry_nonneg x y)) (sq_nonneg _)
  rw [← key] at pos
  have hP : P *ᵥ (P ^ k *ᵥ f + t • (P ^ (k + j) *ᵥ f)) =
      P ^ (k + 1) *ᵥ f + t • (P ^ (k + j + 1) *ᵥ f) := by
    rw [Matrix.mulVec_add, Matrix.mulVec_smul, Matrix.mulVec_mulVec, Matrix.mulVec_mulVec,
      ← pow_succ', ← pow_succ']
  have e : ∀ a b m : ℕ, a + b = m →
      wInner p (P ^ a *ᵥ f) (P ^ b *ᵥ f) = lagCorr p P f m := by
    intro a b m hm
    rw [← hm, lagCorr_add h]
  rw [hP, wInner_comb, wInner_comb, e k k (2 * k) (by omega),
    e k (k + j) (2 * k + j) (by omega), e (k + j) k (2 * k + j) (by omega),
    e (k + j) (k + j) (2 * k + 2 * j) (by omega), e k (k + 1) (2 * k + 1) (by omega),
    e k (k + j + 1) (2 * k + j + 1) (by omega), e (k + j) (k + 1) (2 * k + j + 1) (by omega),
    e (k + j) (k + j + 1) (2 * k + 2 * j + 1) (by omega)] at pos
  linarith
```

Three choices of $(s,t,j)$ give the theorem:

- $(1,0,0)$ gives $G(k)\ge0$.
- $(-1,1,1)$ gives $c(2k)+c(2k+1)-c(2k+2)-c(2k+3)\ge0$, which is $G(k)\ge G(k+1)$.
- $(1,-1,2)$ gives $G(k)-2G(k+1)+G(k+2)\ge0$.

`Antitone` means nonincreasing, and convexity is stated through second differences. All three inequalities are weak, whereas Geyer's theorem is usually stated with strict ones. Strictness can fail under the present hypotheses: if $Pf=0$, as for independent sampling of an observable with zero mean, then $G(k)=0$ for every $k\ge1$. The result concerns the exact correlations of a finite chain. Geyer's estimators use these shapes to truncate or adjust the pair sums estimated from a simulation, whose statistical noise can violate them; that step from exact to sampled values lies beyond the hypotheses.

```lean
/-- Geyer's initial sequence theorem with weak inequalities: for a reversible chain on a finite
state space and any real observable, the pair sums `G(k)` are nonnegative, nonincreasing and convex
in `k`. -/
theorem geyer_initial_sequence {p : n → ℝ} {P : Matrix n n ℝ} (h : IsReversibleChain p P)
    (f : n → ℝ) :
    (∀ k, 0 ≤ pairSum p P f k) ∧ Antitone (pairSum p P f) ∧
      ∀ k, 2 * pairSum p P f (k + 1) ≤ pairSum p P f k + pairSum p P f (k + 2) := by
  refine ⟨fun k => ?_, antitone_nat_of_succ_le fun k => ?_, fun k => ?_⟩
  · have := lagCorr_inequality h f (s := 1) (by norm_num) 0 0 k
    unfold pairSum
    ring_nf at this ⊢
    linarith
  · have := lagCorr_inequality h f (s := -1) (by norm_num) 1 1 k
    unfold pairSum
    ring_nf at this ⊢
    linarith
  · have := lagCorr_inequality h f (s := 1) (by norm_num) (-1) 2 k
    unfold pairSum
    ring_nf at this ⊢
    linarith
```

If $G(k)=0$ and $m\ge k$, then $0\le G(m)\le G(k)=0$.

```lean
/-- For a reversible chain, once a pair sum vanishes all later pair sums vanish. -/
theorem pairSum_eq_zero_of_le {p : n → ℝ} {P : Matrix n n ℝ} (h : IsReversibleChain p P)
    (f : n → ℝ) {k m : ℕ} (hk : pairSum p P f k = 0) (hkm : k ≤ m) :
    pairSum p P f m = 0 := by
  obtain ⟨hpos, hanti, -⟩ := geyer_initial_sequence h f
  exact le_antisymm (hk ▸ hanti hkm) (hpos m)
```

The sum of the first $2m$ correlations is $G(0)+\dots+G(m-1)$. Raising $m$ by one adds $G(m)\ge0$, so the sum cannot decrease.

```lean
/-- For a reversible chain, the sum of the first `2m` lag correlations is nondecreasing in
`m`. -/
theorem truncated_sum_monotone {p : n → ℝ} {P : Matrix n n ℝ} (h : IsReversibleChain p P)
    (f : n → ℝ) : Monotone fun m : ℕ => ∑ k ∈ Finset.range (2 * m), lagCorr p P f k := by
  refine monotone_nat_of_le_succ fun m => ?_
  have hm := (geyer_initial_sequence h f).1 m
  unfold pairSum at hm
  rw [show 2 * (m + 1) = 2 * m + 1 + 1 by ring, Finset.sum_range_succ, Finset.sum_range_succ]
  linarith
```

## Alternating correlations and a chain without detailed balance

Single correlations can be negative. Let two equally weighted states exchange with probability $3/4$, and take $f=(1,-1)$. Then $Pf=-\tfrac12f$, so $c(k)=(-\tfrac12)^k$ alternates in sign, while $G(k)=\tfrac12\,4^{-k}$ stays positive.

```lean
/-- A two-state reversible chain that switches state with probability `3/4`, and an observable
whose lag correlations are `(-1/2)^k`. -/
theorem geyer_initial_sequence_witness :
    IsReversibleChain ![1/2, 1/2] !![1/4, 3/4; 3/4, 1/4] ∧
      ∀ k, lagCorr ![1/2, 1/2] !![1/4, 3/4; 3/4, 1/4] ![1, -1] k = (-1/2) ^ k := by
  refine ⟨⟨?_, ?_, ?_, ?_⟩, fun k => ?_⟩
  · intro i; fin_cases i <;> norm_num
  · intro i j; fin_cases i <;> fin_cases j <;> norm_num
  · intro i; fin_cases i <;> norm_num [Fin.sum_univ_two]
  · intro i j; fin_cases i <;> fin_cases j <;> norm_num
  · -- the observable is an eigenvector of the transition matrix
    have hv : (!![1/4, 3/4; 3/4, 1/4] : Matrix (Fin 2) (Fin 2) ℝ) *ᵥ ![1, -1] =
        (-1/2 : ℝ) • ![1, -1] := by
      ext i
      fin_cases i <;> norm_num [Matrix.mulVec, dotProduct, Fin.sum_univ_two]
    have hk : (!![1/4, 3/4; 3/4, 1/4] : Matrix (Fin 2) (Fin 2) ℝ) ^ k *ᵥ ![1, -1] =
        ((-1/2 : ℝ) ^ k) • ![1, -1] := by
      induction k with
      | zero => simp
      | succ k ih =>
        rw [pow_succ, ← Matrix.mulVec_mulVec, hv, Matrix.mulVec_smul, ih, smul_smul,
          pow_succ, mul_comm]
    rw [lagCorr, hk]
    simp only [wInner, Fin.sum_univ_two, Pi.smul_apply, smul_eq_mul, Matrix.cons_val_zero,
      Matrix.cons_val_one]
    ring
```

Stationarity alone does not ensure nonnegative pair sums. Consider a deterministic rotation through four states:

```lean
/-- The deterministic rotation through four states. -/
def rotation : Matrix (Fin 4) (Fin 4) ℝ :=
  !![0, 1, 0, 0; 0, 0, 1, 0; 0, 0, 0, 1; 1, 0, 0, 0]
```

It preserves the uniform weights $1/4$, but its flow runs one way round the cycle. For $f=(1,0,-1,0)$, two steps give $P^2f=-f$ and three give $P^3f=(0,1,0,-1)$. Hence $c(2)=-\tfrac12$, $c(3)=0$ and $G(1)=-\tfrac12$.

```lean
/-- The rotation is row-stochastic and leaves the uniform distribution stationary, yet it has
an observable with a negative pair sum. -/
theorem stationary_not_sufficient :
    (∀ i j, 0 ≤ rotation i j) ∧ (∀ i, ∑ j, rotation i j = 1) ∧
      (∀ j, ∑ i, (1/4 : ℝ) * rotation i j = 1/4) ∧
      pairSum (fun _ => 1/4) rotation ![1, 0, -1, 0] 1 = -1/2 := by
  refine ⟨?_, ?_, ?_, ?_⟩
  · intro i j; fin_cases i <;> fin_cases j <;> norm_num [rotation]
  · intro i; fin_cases i <;> simp [rotation, Fin.sum_univ_four]
  · intro j; fin_cases j <;> simp [rotation, Fin.sum_univ_four]
  · have step : ∀ a b c d : ℝ, rotation *ᵥ ![a, b, c, d] = ![b, c, d, a] := by
      intro a b c d
      ext i
      fin_cases i <;> simp [rotation, Matrix.mulVec, dotProduct, Fin.sum_univ_four]
    have h2 : rotation ^ (2 * 1) *ᵥ ![1, 0, -1, 0] = ![-1, 0, 1, 0] := by
      rw [mul_one, pow_two, ← Matrix.mulVec_mulVec, step, step]
    have h3 : rotation ^ (2 * 1 + 1) *ᵥ ![1, 0, -1, 0] = ![0, 1, 0, -1] := by
      rw [pow_succ', ← Matrix.mulVec_mulVec, h2, step]
    unfold pairSum lagCorr
    rw [h2, h3]
    simp only [wInner, Fin.sum_univ_four, Matrix.cons_val]
    norm_num

end

end GeyerInitialSequence
```

```lean
#print axioms GeyerInitialSequence.geyer_initial_sequence
#print axioms GeyerInitialSequence.pairSum_eq_zero_of_le
#print axioms GeyerInitialSequence.truncated_sum_monotone
#print axioms GeyerInitialSequence.stationary_not_sufficient
```

```
'GeyerInitialSequence.geyer_initial_sequence' depends on axioms: [propext, Classical.choice, Quot.sound]
'GeyerInitialSequence.pairSum_eq_zero_of_le' depends on axioms: [propext, Classical.choice, Quot.sound]
'GeyerInitialSequence.truncated_sum_monotone' depends on axioms: [propext, Classical.choice, Quot.sound]
'GeyerInitialSequence.stationary_not_sufficient' depends on axioms: [propext, Classical.choice, Quot.sound]
```
